# Glide symmetry forces a crossing of two continuous bands in a spinless two-band model

In a two-band Bloch model with a glide symmetry, suppose that the Hamiltonian and the glide matrix have period $2\pi$ in the momentum $k$ along the glide translation. Let $E_1(k)$ and $E_2(k)$ be the energies of the bands with glide eigenvalues $\lambda(k)$ and $-\lambda(k)$, where $\lambda$ is continuous and $\lambda(k)^2=e^{-ik}$. The two energies are exchanged when $k$ advances by $2\pi$. If they are continuous, they coincide somewhere in every closed interval of length $2\pi$. With spinless time reversal that takes $k$ to $-k$ and preserves any other momentum components up to a reciprocal lattice vector, they coincide at $k=\pi$, and continuity of the energies is then not needed.

For band-structure calculations this means that, in a non-interacting spinless model with just these two bands, continuous energies cannot stay separated by a gap over a full period of the momentum along the glide translation, with the other momentum components fixed at values that the glide preserves.

In Lean 4 with Mathlib:

```lean
import Mathlib

open Matrix
open scoped Real

namespace GlideBandCrossing

noncomputable section
```

## The model on a glide-invariant line

Here $k$ is the crystal momentum along the glide translation, in units where the lattice constant is 1. Any other momentum components are held fixed at values that the glide preserves. A glide is a reflection followed by half a lattice translation parallel to the mirror. Without spin the reflection squares to the identity, so the glide squares to a full lattice translation, which acts on Bloch states as $e^{-ik}$ in the sign convention used here. This phase is `phase k`.

```lean
/-- The phase factor `exp(-ix)`. -/
def phase (x : ℝ) : ℂ := Complex.exp (-(x * Complex.I))
```

Let $H(k)$ be the Bloch Hamiltonian and $G(k)$ the glide, both $2\times2$ complex matrices with period $2\pi$. This period is an assumption about the lattice: in a centred lattice, advancing $k$ by $2\pi$ with the other momentum components unchanged need not lead to an equivalent momentum. The two matrices are diagonal in a common frame:

$$H=V\begin{pmatrix}E_1&0\\0&E_2\end{pmatrix}W,\qquad G=V\begin{pmatrix}\lambda&0\\0&-\lambda\end{pmatrix}W,\qquad WV=1.$$

The columns of $V(k)$ are the Bloch eigenvectors. For a Hermitian $H$ that commutes with a unitary $G$ such a frame exists and can be chosen unitary. The assumption that the glide eigenvalues are $\lambda$ and $-\lambda$ says that each glide sector holds exactly one band.

The structure `GlideBands` collects these conditions, with `lam` for $\lambda$. The energies are real because `E₁` and `E₂` take values in `ℝ`. Neither unitarity of $V$ nor its continuity or periodicity in $k$ is required, so the phases of the eigenvectors are free. The exchange of the energies is not among the conditions.

```lean
/-- Two bands of a glide-symmetric crystal: periodic `H` and `G` are diagonal in a common frame `V`
with inverse `W`, with energies `E₁`, `E₂` and glide eigenvalues `lam`, `-lam`, where `lam` is
continuous and its square at `k` is `exp(-ik)`. -/
structure GlideBands (H G : ℝ → Matrix (Fin 2) (Fin 2) ℂ) (lam : ℝ → ℂ) (E₁ E₂ : ℝ → ℝ)
    (V W : ℝ → Matrix (Fin 2) (Fin 2) ℂ) : Prop where
  H_per : ∀ k, H (k + 2 * π) = H k
  G_per : ∀ k, G (k + 2 * π) = G k
  lam_cont : Continuous lam
  lam_sq : ∀ k, lam k ^ 2 = phase k
  frame : ∀ k, W k * V k = 1
  H_eq : ∀ k, H k = V k * !![(E₁ k : ℂ), 0; 0, (E₂ k : ℂ)] * W k
  G_eq : ∀ k, G k = V k * !![lam k, 0; 0, -lam k] * W k
```

Spinless time reversal is complex conjugation in a basis of real orbitals, and it reverses $k$. It reverses the other momentum components too, so where it is used below, these must be fixed at values that equal their negatives up to a reciprocal lattice vector. For a matrix $M(k)$ it requires $M(-k)=\overline{M(k)}$, entry by entry. Imposed on $H$ it is the symmetry of the Hamiltonian; imposed on $G$ it says that the glide commutes with time reversal.

```lean
/-- Spinless time reversal: the matrix at `-k` is the complex conjugate of that at `k`. -/
def TimeReversal (M : ℝ → Matrix (Fin 2) (Fin 2) ℂ) : Prop :=
  ∀ k, M (-k) = (M k).map star
```

## The glide eigenvalue changes sign over one period

Two properties of the phase are needed. The first is $e^{-i(x+y)}=e^{-ix}e^{-iy}$.

```lean
variable {H G V W : ℝ → Matrix (Fin 2) (Fin 2) ℂ} {lam : ℝ → ℂ} {E₁ E₂ : ℝ → ℝ}

/-- Phase factors multiply when their arguments are added. -/
theorem phase_add (x y : ℝ) : phase (x + y) = phase x * phase y := by
  unfold phase
  rw [← Complex.exp_add]
  congr 1
  push_cast
  ring
```

The second is $\overline{e^{-ix}}=e^{ix}$.

```lean
/-- Complex conjugation reverses the argument of a phase factor. -/
theorem star_phase (x : ℝ) : star (phase x) = phase (-x) := by
  change (starRingEnd ℂ) (Complex.exp _) = Complex.exp _
  rw [← Complex.exp_conj]
  simp
```

The functions $\lambda(k)$ and $e^{-ik/2}$ are both continuous, and both square to $e^{-ik}$. Their ratio is therefore continuous and takes only the values $1$ and $-1$, so it is constant on the real line. At $k=0$ the ratio is $\lambda(0)$, and hence

$$\lambda(k)=\lambda(0)\,e^{-ik/2}.$$

In the proof, `eq_or_eq_neg_of_sq_eq` supplies the step from equal squares to one global sign, using that the line is connected and that the exponential never vanishes. The two cases that follow are the two signs.

```lean
/-- A continuous glide eigenvalue is its value at `k = 0` times `exp(-ik/2)`. -/
theorem glide_eigenvalue_formula (hc : Continuous lam) (h : ∀ k, lam k ^ 2 = phase k) (k : ℝ) :
    lam k = lam 0 * phase (k / 2) := by
  have hg : Continuous fun k : ℝ => phase (k / 2) := by unfold phase; fun_prop
  have p0 : phase (0 / 2) = 1 := by simp [phase]
  -- two continuous square roots on the line agree up to one global sign
  have key := isPreconnected_univ.eq_or_eq_neg_of_sq_eq hc.continuousOn hg.continuousOn
    (by
      intro x _
      change lam x ^ 2 = phase (x / 2) ^ 2
      rw [h, sq, ← phase_add, add_halves])
    (by intro x _; exact Complex.exp_ne_zero _)
  rcases key with h1 | h1
  · have a : ∀ x, lam x = phase (x / 2) := fun x => h1 (Set.mem_univ x)
    rw [a k, a 0, p0, one_mul]
  · have a : ∀ x, lam x = -phase (x / 2) := fun x => h1 (Set.mem_univ x)
    rw [a k, a 0, p0, neg_one_mul]
```

Advancing $k$ by $2\pi$ multiplies $e^{-ik/2}$ by $e^{-i\pi}=-1$, so $\lambda(k+2\pi)=-\lambda(k)$.

```lean
/-- A continuous glide eigenvalue changes sign when `k` advances by `2π`. -/
theorem glide_eigenvalue_antiperiodic (hc : Continuous lam) (h : ∀ k, lam k ^ 2 = phase k)
    (k : ℝ) : lam (k + 2 * π) = -lam k := by
  have e : phase π = -1 := by simp [phase, Complex.exp_neg]
  rw [glide_eigenvalue_formula hc h (k + 2 * π), glide_eigenvalue_formula hc h k,
    show (k + 2 * π) / 2 = k / 2 + π by ring, phase_add, e]
  ring
```

## Two traces determine the energies

The trace is cyclic and $WV=1$, so $\operatorname{tr}(VDW)=\operatorname{tr}D$ for any matrix $D$. In the product $GH$ the inner factor $WV$ also disappears, which leaves the product of the diagonal matrices between $V$ and $W$. Therefore

$$\operatorname{tr}H=E_1+E_2,\qquad \operatorname{tr}(GH)=\lambda E_1-\lambda E_2=\lambda\,(E_1-E_2).$$

Moreover $\lambda\neq0$, since its square is a phase. The sum and the difference of the energies are thus fixed by $H$, $G$ and $\lambda$, without reference to the eigenvectors. In the code, `tr` is the cyclicity step and `hm` the cancellation inside the product.

```lean
/-- The traces of `H` and `GH` are the sum of the energies and `lam` times their difference, and
`lam` is nonzero. -/
theorem GlideBands.traces (B : GlideBands H G lam E₁ E₂ V W) (k : ℝ) :
    (H k).trace = E₁ k + E₂ k ∧ (G k * H k).trace = lam k * (E₁ k - E₂ k) ∧ lam k ≠ 0 := by
  have tr : ∀ D, (V k * D * W k).trace = D.trace := by
    intro D
    rw [Matrix.trace_mul_comm, ← Matrix.mul_assoc, B.frame, Matrix.one_mul]
  have hm : ∀ A C, V k * A * W k * (V k * C * W k) = V k * (A * C) * W k := by
    intro A C
    calc _ = V k * A * (W k * V k) * C * W k := by noncomm_ring
      _ = _ := by rw [B.frame]; noncomm_ring
  refine ⟨?_, ?_, ?_⟩
  · rw [B.H_eq, tr]
    simp [Matrix.trace_fin_two]
  · rw [B.G_eq, B.H_eq, hm, tr, Matrix.mul_fin_two, Matrix.trace_fin_two_of]
    ring
  · intro h
    have q := B.lam_sq k
    rw [h, zero_pow two_ne_zero] at q
    exact Complex.exp_ne_zero _ q.symm
```

## The energies are exchanged

Write primes for values at $k+2\pi$. Periodicity of $H$ gives $E_1'+E_2'=E_1+E_2$. Periodicity of $G$ and $H$, with $\lambda'=-\lambda$, gives

$$-\lambda\,(E_1'-E_2')=\lambda\,(E_1-E_2),\qquad\text{so}\qquad E_1'-E_2'=E_2-E_1.$$

Half the sum of the two relations is $E_1'=E_2$, and half their difference is $E_2'=E_1$. The proof cancels $\lambda$ with `mul_left_cancel₀`, forms these combinations with `linear_combination`, and returns from complex to real numbers at the end.

```lean
/-- The energies of the two glide sectors are exchanged when `k` advances by `2π`. -/
theorem GlideBands.exchange (B : GlideBands H G lam E₁ E₂ V W) (k : ℝ) :
    E₁ (k + 2 * π) = E₂ k ∧ E₂ (k + 2 * π) = E₁ k := by
  obtain ⟨s, d, n⟩ := B.traces k
  obtain ⟨s', d', _⟩ := B.traces (k + 2 * π)
  rw [B.H_per] at s'
  rw [B.G_per, B.H_per, glide_eigenvalue_antiperiodic B.lam_cont B.lam_sq] at d'
  -- the sum of the energies is periodic, their difference changes sign
  have hd : (E₁ (k + 2 * π) : ℂ) - E₂ (k + 2 * π) = E₂ k - E₁ k :=
    mul_left_cancel₀ n (by linear_combination d' - d)
  exact ⟨Complex.ofReal_inj.mp (by linear_combination (s - s' + hd) / 2),
    Complex.ofReal_inj.mp (by linear_combination (s - s' - hd) / 2)⟩
```

## Continuous energies must meet

Let $f=E_1-E_2$ and take any starting point $q$. By the exchange, $f(q+2\pi)=-f(q)$. If $f(q)=0$, the energies meet at $q$. Otherwise $f$ has opposite signs at the two ends of $[q,q+2\pi]$, and the intermediate value theorem gives a zero between them.

The proof uses a form of that theorem for two functions whose order is reversed between two points. It treats $E_1(q)\le E_2(q)$ and $E_2(q)\le E_1(q)$ separately. The choice $q=0$ gives the interval $[0,2\pi]$.

Continuity of the energies is a hypothesis here. It stands for a Hamiltonian and a glide that vary smoothly along the line, with the bands labelled by glide eigenvalue and not by energetic order.

```lean
/-- Continuous energies of the two glide sectors coincide somewhere in every closed interval of
length `2π`. -/
theorem glide_band_crossing (B : GlideBands H G lam E₁ E₂ V W)
    (h₁ : Continuous E₁) (h₂ : Continuous E₂) (q : ℝ) :
    ∃ k ∈ Set.Icc q (q + 2 * π), E₁ k = E₂ k := by
  obtain ⟨x₁, x₂⟩ := B.exchange q
  have hq : q ≤ q + 2 * π := by linarith [Real.pi_pos]
  have l := Set.left_mem_Icc.mpr hq
  have r := Set.right_mem_Icc.mpr hq
  -- the order of the energies is reversed over one period
  rcases le_total (E₁ q) (E₂ q) with h | h
  · exact isPreconnected_Icc.intermediate_value₂ l r h₁.continuousOn h₂.continuousOn h
      (by rw [x₁, x₂]; exact h)
  · exact isPreconnected_Icc.intermediate_value₂ r l h₁.continuousOn h₂.continuousOn
      (by rw [x₁, x₂]; exact h) h
```

## Time reversal makes each energy even

Since $\lambda(0)^2=1$, the number $\lambda(0)$ is $1$ or $-1$, and in particular real. The formula for $\lambda$ then gives

$$\lambda(-k)=\lambda(0)\,e^{ik/2}=\overline{\lambda(k)}.$$

Conjugation therefore takes each glide sector at $k$ to the sector with the same label at $-k$. Taking traces of the conjugated matrices, and using that the energies are real,

$$E_1(-k)+E_2(-k)=E_1(k)+E_2(k),$$

$$\overline{\lambda(k)}\,\bigl(E_1(-k)-E_2(-k)\bigr)=\overline{\lambda(k)}\,\bigl(E_1(k)-E_2(k)\bigr).$$

Cancelling $\overline{\lambda(k)}\neq0$ shows that the differences agree as well, so both energies are even. In the proof, `c₁` and `c₂` move the conjugation out of the two traces, and `hl` is the relation for $\lambda$.

```lean
/-- With spinless time reversal the energy of each glide sector is even in `k`. -/
theorem GlideBands.even (B : GlideBands H G lam E₁ E₂ V W)
    (hH : TimeReversal H) (hG : TimeReversal G) (k : ℝ) :
    E₁ (-k) = E₁ k ∧ E₂ (-k) = E₂ k := by
  have c₁ : ∀ A : Matrix (Fin 2) (Fin 2) ℂ, (A.map star).trace = star A.trace := by
    intro A
    simp [Matrix.trace_fin_two]
  have c₂ : ∀ A C : Matrix (Fin 2) (Fin 2) ℂ,
      (A.map star * C.map star).trace = star (A * C).trace := by
    intro A C
    simp [Matrix.trace_fin_two, Matrix.mul_apply, Fin.sum_univ_two]
  have r : ∀ x : ℝ, star (x : ℂ) = x := Complex.conj_ofReal
  -- conjugation preserves the glide sector because lam 0 is 1 or -1
  have hl : lam (-k) = star (lam k) := by
    have h0 : lam 0 ^ 2 = 1 := by rw [B.lam_sq]; simp [phase]
    have h1 : (lam 0 - 1) * (lam 0 + 1) = 0 := by linear_combination h0
    rw [glide_eigenvalue_formula B.lam_cont B.lam_sq (-k),
      glide_eigenvalue_formula B.lam_cont B.lam_sq k, neg_div, ← star_phase]
    rcases mul_eq_zero.mp h1 with h | h
    · rw [sub_eq_zero.mp h]; simp
    · rw [eq_neg_of_add_eq_zero_left h]; simp
  obtain ⟨s, d, n⟩ := B.traces k
  obtain ⟨s', d', _⟩ := B.traces (-k)
  rw [hH k, c₁, s, star_add, r, r] at s'
  rw [hG k, hH k, c₂, d, hl, star_mul', star_sub, r, r] at d'
  have hd := mul_left_cancel₀ (star_ne_zero.mpr n) d'
  exact ⟨Complex.ofReal_inj.mp (by linear_combination (-1 / 2) * (s' + hd)),
    Complex.ofReal_inj.mp (by linear_combination (-1 / 2) * (s' - hd))⟩
```

## The crossing at the zone boundary

The exchange at $k=-\pi$, followed by evenness, gives

$$E_1(\pi)=E_1(-\pi+2\pi)=E_2(-\pi)=E_2(\pi).$$

```lean
/-- With spinless time reversal the two glide sectors have equal energy at `k = π`. -/
theorem crossing_at_pi (B : GlideBands H G lam E₁ E₂ V W)
    (hH : TimeReversal H) (hG : TimeReversal G) : E₁ π = E₂ π := by
  have h := (B.exchange (-π)).1
  rwa [show -π + 2 * π = π by ring, (B.even hH hG π).2] at h
```

## A chain with two equivalent sites per cell

A chain with two equivalent sites per cell satisfies all the conditions. Translation by half a cell plays the part of the glide, with a reflection that acts trivially on the orbitals. It moves the first site to the second, and the second to the first site of the next cell, which brings in the phase:

$$G(k)=\begin{pmatrix}0&e^{-ik}\\1&0\end{pmatrix},\qquad G(k)^2=e^{-ik}\,\mathbf 1.$$

```lean
/-- The half-cell translation of a chain with two equivalent sites per cell. -/
def chainGlide (k : ℝ) : Matrix (Fin 2) (Fin 2) ℂ := !![0, phase k; 1, 0]
```

With a real nearest-neighbour hopping $t$, each site couples to a neighbour in its own cell and to one in an adjacent cell:

$$H(k)=\begin{pmatrix}0&t(1+e^{-ik})\\t(1+e^{ik})&0\end{pmatrix}.$$

```lean
/-- The Bloch Hamiltonian of that chain with nearest-neighbour hopping `t`. -/
def chainH (t k : ℝ) : Matrix (Fin 2) (Fin 2) ℂ :=
  !![0, t * (1 + phase k); t * (1 + phase (-k)), 0]
```

The normalised common eigenvectors are

$$\frac1{\sqrt2}\begin{pmatrix}\pm e^{-ik/2}\\1\end{pmatrix},$$

with glide eigenvalues $\pm e^{-ik/2}$ and energies $\pm2t\cos(k/2)$. For the upper sign, the second component of $H$ acting on the vector is $t(1+e^{ik})e^{-ik/2}=2t\cos(k/2)$, up to the common factor $1/\sqrt2$. The code omits that factor from the columns of $V$ and compensates for it in $W$.

The half-cell translation is itself a symmetry of this chain, so the chosen cell is twice the primitive one, and the two bands are a single band folded at the zone boundary. For $t\neq0$ the only crossing in $[0,2\pi]$ is at $k=\pi$. In the limit $t=0$ the sites decouple and both bands are flat at zero energy, so they coincide at every $k$. The theorems allow this: they assert that a crossing exists, not that it is isolated or linear.

The proof checks the frame and the two factorisations entry by entry, using $e^{-ik}=(e^{-ik/2})^2$, $e^{-ik/2}e^{ik/2}=1$ and the expression of $2\cos(k/2)$ as a sum of two phases. Periodicity follows from $e^{-2\pi i}=1$, and time reversal from the rule for conjugating a phase.

```lean
/-- The chain is a time-reversal-symmetric instance of glide bands, with energies `2t cos(k/2)` and
`-2t cos(k/2)`. -/
theorem glideBands_witness (t : ℝ) :
    GlideBands (chainH t) chainGlide (fun k => phase (k / 2))
      (fun k => 2 * t * Real.cos (k / 2)) (fun k => -(2 * t * Real.cos (k / 2)))
      (fun k => !![phase (k / 2), -phase (k / 2); 1, 1])
      (fun k => !![phase (-(k / 2)) / 2, 1 / 2; -phase (-(k / 2)) / 2, 1 / 2]) ∧
    TimeReversal (chainH t) ∧ TimeReversal chainGlide := by
  have p : phase (2 * π) = 1 := by simp [phase, Complex.exp_neg]
  have hz : ∀ k, phase k = phase (k / 2) * phase (k / 2) := by
    intro k
    rw [← phase_add, add_halves]
  have hy : ∀ k, phase (-k) = phase (-(k / 2)) * phase (-(k / 2)) := by
    intro k
    rw [← phase_add]
    congr 1
    ring
  have hu : ∀ k, phase (k / 2) * phase (-(k / 2)) = 1 := by
    intro k
    rw [← phase_add, add_neg_cancel]
    simp [phase]
  have hc : ∀ k : ℝ, 2 * Complex.cos ((k : ℂ) / 2) = phase (-(k / 2)) + phase (k / 2) := by
    intro k
    rw [Complex.two_cos]
    unfold phase
    congr 2 <;> (push_cast; ring)
  have hs : ∀ x, (starRingEnd ℂ) (phase x) = phase (-x) := star_phase
  refine ⟨⟨?_, ?_, by unfold phase; fun_prop, fun k => (sq _).trans (hz k).symm, ?_, ?_, ?_⟩,
    ?_, ?_⟩ <;> intro k
  · simp only [chainH, ← star_phase, phase_add, p, mul_one]
  · simp only [chainGlide, phase_add, p, mul_one]
  · ext i j
    fin_cases i <;> fin_cases j <;> simp [Matrix.mul_apply, Fin.sum_univ_two] <;>
      first
        | linear_combination (1 / 2) * hu k
        | linear_combination (-1 / 2) * hu k
  · ext i j
    fin_cases i <;> fin_cases j <;> simp [chainH, Matrix.mul_apply, Fin.sum_univ_two] <;>
      first
        | ring1
        | linear_combination t * hz k - t * phase (k / 2) * hc k - t * hu k
        | linear_combination t * hy k - t * phase (-(k / 2)) * hc k - t * hu k
  · ext i j
    fin_cases i <;> fin_cases j <;> simp [chainGlide, Matrix.mul_apply, Fin.sum_univ_two] <;>
      first
        | ring1
        | linear_combination hz k
        | linear_combination -hu k
  · ext i j
    fin_cases i <;> fin_cases j <;> simp [chainH, hs]
  · ext i j
    fin_cases i <;> fin_cases j <;> simp [chainGlide, hs]

end

end GlideBandCrossing
```

## Bloch phases that include the site positions

The periodicity of $H$ and $G$ fixes a convention in which Bloch phases count cells. If the phases followed the positions of the sites instead, the chain would have $H=2t\cos(k/2)\,\sigma_x$ and $G=e^{-ik/2}\sigma_x$, where $\sigma_x$ is the Pauli matrix that swaps the sites. These matrices return after $2\pi$ only up to conjugation by $\sigma_z=\operatorname{diag}(1,-1)$. The periodicity conditions would then have to allow a common change of basis. The traces of $H$ and $GH$ do not see such a change, so the same argument for the exchange would apply.

The model leaves out spin-orbit coupling, where the square of the glide acquires an extra minus sign, and glide sectors that contain several bands.

```lean
#print axioms GlideBandCrossing.glide_band_crossing
#print axioms GlideBandCrossing.crossing_at_pi
```

```
'GlideBandCrossing.glide_band_crossing' depends on axioms: [propext, Classical.choice, Quot.sound]
'GlideBandCrossing.crossing_at_pi' depends on axioms: [propext, Classical.choice, Quot.sound]
```
